# At a fixed exponent ratio, a smaller shared power of r worsens the conditioning of two normalised Slater-type functions

## When the exponent ratio is not enough

Suppose a ratio b ≠ 1 between two exponents has been judged safe for a pair of normalised functions proportional to r^g e^(−zr), and the same ratio is kept after their shared power g is lowered. The functions now overlap more, the smaller eigenvalue of their overlap matrix falls, and orthonormalisation can amplify rounding errors more strongly. A test that looks only at b misses this.

Lower powers occur in relativistic atomic calculations. Near a point nucleus of charge Z, the radial functions of Dirac bound states, multiplied by r, behave as r^γ with γ = √(κ² − (Z/c)²), where κ is the angular quantum number and c the speed of light in atomic units. At fixed κ, γ falls as Z grows. The result bears on the choice of exponents for such functions, in a model of just two functions sharing one power g.

## What is stated

Let z > 0, b > 0 and g > −1/2. The functions with exponents z and bz, each normalised on r > 0, have overlap

S = (2√b/(1+b))^(2g+1).

Their overlap matrix has exactly the eigenvalues 1+S and 1−S. For b ≠ 1 the condition number K = (1+S)/(1−S) strictly decreases in g. As b → 1,

(1−S)/(ln b)² → (2g+1)/8 and K (ln b)² → 16/(2g+1).

In Lean, `radial` is the unnormalised function with a real power, `normalised` divides it by the square root of its self-overlap, and `overlap` is S as an integral. The measure is dr, so these are radial functions with the factor r already absorbed. The condition g > −1/2 makes them square-integrable at the origin. `StrictAntiOn` on `Ioi (-1 / 2)` expresses the decrease in g, and `𝓝[≠] 1` lets b approach 1 from both sides without reaching it.

The power g is a free parameter, not derived from the Dirac equation. Larger basis sets, Gaussian functions and the coupling of large and small components lie beyond the model.

## Derivation

For exponents z and w, the Gamma integral gives the unnormalised overlap

∫₀^∞ r^(2g) e^(−(z+w)r) dr = Γ(2g+1)/(z+w)^(2g+1).

The product of the two norms is Γ(2g+1)/(2√(zw))^(2g+1). Dividing,

S = (2√(zw)/(z+w))^(2g+1).

With w = bz, z cancels and S = q^(2g+1), where q = 2√b/(1+b).

The eigenvalue equations for a vector (v₀, v₁) are v₀ + Sv₁ = μv₀ and Sv₀ + v₁ = μv₁. Their sum and difference are

(1+S−μ)(v₀+v₁) = 0,
(1−S−μ)(v₀−v₁) = 0.

A nonzero vector has v₀+v₁ ≠ 0 or v₀−v₁ ≠ 0, so μ = 1+S or μ = 1−S. The normalised eigenvectors (1, 1)/√2 and (1, −1)/√2 attain these values.

Next,

1−q = (√b−1)²/(1+b) = (b−1)²/((√b+1)²(1+b)).

For b ≠ 1 this gives 0 < q < 1, so S falls as g grows. Since K = 2/(1−S) − 1 increases with S, K falls too.

For the limit, write

(1−S)/(ln b)² = [(1−q^(2g+1))/(1−q)] · [(1−q)/(ln b)²].

As b → 1, q → 1 and the first factor tends to the derivative of x^(2g+1) at 1, which is 2g+1. Since (b−1)/ln b → 1, the second tends to 1/8. Finally,

K (ln b)² = (1+S)/[(1−S)/(ln b)²] → 2/((2g+1)/8) = 16/(2g+1).

## Numbers for b = 4, and the case b = 1

For b = 4, q = 4/5. At g = 1, S = 0.512 and K ≈ 3.10. At g = 1/2, S = 0.64 and K ≈ 4.56.

At b = 1 the two functions coincide and S = 1 for every g. The denominator of K vanishes; Lean's division then returns 0 for all g, so strict decrease fails. This is why b = 1 is excluded there.

## The Lean file

```lean
import Mathlib

open MeasureTheory Set Filter Topology Matrix

noncomputable section

namespace RelativisticBasisOverlap

/-- The radial function `r^g exp(-z r)` with a real power `g`, for `r > 0`. -/
def radial (g z r : ℝ) : ℝ := r ^ g * Real.exp (-(z * r))

/-- The overlap integral over `r > 0` of two radial functions before normalisation. -/
def rawOverlap (g z w : ℝ) : ℝ := ∫ r in Ioi (0 : ℝ), radial g z r * radial g w r

/-- The radial function divided by its norm, for `g > -1/2` and `z > 0`. -/
def normalised (g z r : ℝ) : ℝ := radial g z r / √(rawOverlap g z z)

/-- The overlap integral over `r > 0` of two normalised radial functions with exponents
`z` and `w`. -/
def overlap (g z w : ℝ) : ℝ := ∫ r in Ioi (0 : ℝ), normalised g z r * normalised g w r

/-- The overlap matrix of the two normalised functions with exponents `z` and `w`. -/
def overlapMatrix (g z w : ℝ) : Matrix (Fin 2) (Fin 2) ℝ :=
  !![overlap g z z, overlap g z w; overlap g w z, overlap g w w]

/-- The overlap condition number `(1 + S)/(1 - S)` of the pair, for overlap `S ≠ 1`. -/
def conditionNumber (g z w : ℝ) : ℝ := (1 + overlap g z w) / (1 - overlap g z w)

/-- For `g > -1/2` and positive exponents, the unnormalised overlap is a Gamma integral. -/
theorem rawOverlap_eq {g z w : ℝ} (hg : -1 / 2 < g) (hz : 0 < z) (hw : 0 < w) :
    rawOverlap g z w = (1 / (z + w)) ^ (2 * g + 1) * Real.Gamma (2 * g + 1) := by
  have h := Real.integral_rpow_mul_exp_neg_mul_Ioi (a := 2 * g + 1) (r := z + w)
    (by linarith) (by linarith)
  rw [← h]
  unfold rawOverlap
  refine setIntegral_congr_fun measurableSet_Ioi fun r hr => ?_
  have hr' : 0 < r := hr
  have h1 : r ^ (2 * g + 1 - 1) = r ^ g * r ^ g := by
    rw [← Real.rpow_add hr']; congr 1; ring
  have h2 : Real.exp (-((z + w) * r)) = Real.exp (-(z * r)) * Real.exp (-(w * r)) := by
    rw [← Real.exp_add]; congr 1; ring
  simp only [radial]
  rw [h1, h2]
  ring

/-- For `g > -1/2` and positive exponents, the normalised overlap is the ratio of geometric
to arithmetic mean of the exponents, raised to the power `2g + 1`. -/
theorem overlap_eq {g z w : ℝ} (hg : -1 / 2 < g) (hz : 0 < z) (hw : 0 < w) :
    overlap g z w = (2 * √(z * w) / (z + w)) ^ (2 * g + 1) := by
  have hsplit : overlap g z w =
      rawOverlap g z w / (√(rawOverlap g z z) * √(rawOverlap g w w)) := by
    unfold overlap normalised
    simp_rw [div_mul_div_comm]
    exact integral_div _ _
  have hG : 0 < Real.Gamma (2 * g + 1) := Real.Gamma_pos_of_pos (by linarith)
  have hs : 0 < √(z * w) := Real.sqrt_pos.mpr (mul_pos hz hw)
  have hss : √(z * w) ^ 2 = z * w := Real.sq_sqrt (mul_pos hz hw).le
  have hu : 0 < 1 / (2 * √(z * w)) := by positivity
  have huu : 1 / (z + z) * (1 / (w + w)) = 1 / (2 * √(z * w)) * (1 / (2 * √(z * w))) := by
    rw [div_mul_div_comm, div_mul_div_comm]
    congr 1
    linear_combination (-4) * hss
  -- the product of the two norms
  have hn : √(rawOverlap g z z) * √(rawOverlap g w w) =
      (1 / (2 * √(z * w))) ^ (2 * g + 1) * Real.Gamma (2 * g + 1) := by
    have hp : 0 ≤ rawOverlap g z z := by rw [rawOverlap_eq hg hz hz]; positivity
    rw [← Real.sqrt_mul hp, rawOverlap_eq hg hz hz, rawOverlap_eq hg hw hw,
      mul_mul_mul_comm, ← Real.mul_rpow (by positivity) (by positivity), huu,
      Real.mul_rpow hu.le hu.le, mul_mul_mul_comm]
    exact Real.sqrt_mul_self (by positivity)
  have hfac : 1 / (z + w) = 2 * √(z * w) / (z + w) * (1 / (2 * √(z * w))) := by
    field_simp
  rw [hsplit, hn, rawOverlap_eq hg hz hw, mul_div_mul_right _ _ hG.ne', hfac,
    Real.mul_rpow (by positivity) hu.le]
  exact mul_div_cancel_right₀ _ (Real.rpow_pos_of_pos hu _).ne'

/-- For `g > -1/2`, `z > 0` and `b > 0`, the functions with exponents `z` and `b z` overlap by
`(2 √b / (1 + b))^(2g+1)`. -/
theorem overlap_scaled {g z b : ℝ} (hg : -1 / 2 < g) (hz : 0 < z) (hb : 0 < b) :
    overlap g z (b * z) = (2 * √b / (1 + b)) ^ (2 * g + 1) := by
  rw [overlap_eq hg hz (mul_pos hb hz)]
  have h : √(z * (b * z)) = √b * z := by
    rw [show z * (b * z) = b * (z * z) by ring, Real.sqrt_mul hb.le,
      Real.sqrt_mul_self hz.le]
  rw [h, show 2 * (√b * z) = 2 * √b * z by ring, show z + b * z = (1 + b) * z by ring,
    mul_div_mul_right _ _ hz.ne']

/-- For `g > -1/2` and positive exponents, the eigenvalues of the overlap matrix are exactly
`1 + S` and `1 - S`, where `S` is the overlap of the two functions. -/
theorem overlapMatrix_eigenvalues {g z w : ℝ} (hg : -1 / 2 < g) (hz : 0 < z) (hw : 0 < w)
    (μ : ℝ) : (∃ v : Fin 2 → ℝ, v ≠ 0 ∧ overlapMatrix g z w *ᵥ v = μ • v) ↔
      μ = 1 + overlap g z w ∨ μ = 1 - overlap g z w := by
  have hself : ∀ x : ℝ, 0 < x → overlap g x x = 1 := fun x hx => by
    rw [overlap_eq hg hx hx, Real.sqrt_mul_self hx.le, ← two_mul,
      div_self (by positivity), Real.one_rpow]
  have hsymm : overlap g w z = overlap g z w := by
    rw [overlap_eq hg hw hz, overlap_eq hg hz hw, mul_comm w z, add_comm w z]
  rw [overlapMatrix, hself z hz, hself w hw, hsymm]
  generalize overlap g z w = S
  constructor
  · rintro ⟨v, hv, h⟩
    have h0 := congrFun h 0
    have h1 := congrFun h 1
    simp [Matrix.mulVec, dotProduct, Fin.sum_univ_two] at h0 h1
    by_contra hne
    rw [not_or] at hne
    -- the sum and the difference of the two components decouple
    have ha : v 0 + v 1 = 0 := (mul_eq_zero.mp (show (1 + S - μ) * (v 0 + v 1) = 0 by
      linear_combination h0 + h1)).resolve_left fun h => hne.1 (by linarith)
    have hb : v 0 - v 1 = 0 := (mul_eq_zero.mp (show (1 - S - μ) * (v 0 - v 1) = 0 by
      linear_combination h0 - h1)).resolve_left fun h => hne.2 (by linarith)
    exact hv (funext (Fin.forall_fin_two.mpr
      ⟨show v 0 = 0 by linarith, show v 1 = 0 by linarith⟩))
  · rintro (rfl | rfl)
    · refine ⟨![1, 1], fun h => by simpa using congrFun h 0, ?_⟩
      ext i
      fin_cases i <;> simp [Matrix.mulVec, dotProduct, Fin.sum_univ_two]
      all_goals ring
    · refine ⟨![1, -1], fun h => by simpa using congrFun h 0, ?_⟩
      ext i
      fin_cases i <;> simp [Matrix.mulVec, dotProduct, Fin.sum_univ_two]
      all_goals ring

/-- For positive `b ≠ 1`, the base `2 √b / (1 + b)` lies strictly between 0 and 1. -/
theorem base_bounds {b : ℝ} (hb : 0 < b) (hb1 : b ≠ 1) :
    0 < 2 * √b / (1 + b) ∧ 2 * √b / (1 + b) < 1 := by
  have hs : 0 < √b := Real.sqrt_pos.mpr hb
  have hss : √b ^ 2 = b := Real.sq_sqrt hb.le
  have hne : √b - 1 ≠ 0 := fun h => hb1 (by
    rw [← hss, show √b = 1 by linarith]; norm_num)
  have hsq : 0 < (√b - 1) ^ 2 := by positivity
  refine ⟨by positivity, ?_⟩
  rw [div_lt_one (by positivity)]
  nlinarith

/-- At fixed `z > 0` and fixed exponent ratio `b > 0`, `b ≠ 1`, the overlap condition number
strictly decreases as the power `g > -1/2` grows. -/
theorem conditionNumber_strictAntiOn {z b : ℝ} (hz : 0 < z) (hb : 0 < b) (hb1 : b ≠ 1) :
    StrictAntiOn (fun g => conditionNumber g z (b * z)) (Ioi (-1 / 2)) := by
  intro g hg k hk hgk
  have hg' : -1 / 2 < g := hg
  have hk' : -1 / 2 < k := hk
  obtain ⟨h0, h1⟩ := base_bounds hb hb1
  have hlt := Real.rpow_lt_rpow_of_exponent_gt h0 h1
    (show 2 * g + 1 < 2 * k + 1 by linarith)
  have hS := Real.rpow_lt_one h0.le h1 (show 0 < 2 * g + 1 by linarith)
  simp only [conditionNumber]
  rw [overlap_scaled hg' hz hb, overlap_scaled hk' hz hb,
    div_lt_div_iff₀ (by linarith) (by linarith)]
  nlinarith

/-- For `g > -1/2` and `z > 0`, the deviation of the overlap from 1, divided by `(ln b)^2`,
tends to `(2g+1)/8` as the exponent ratio `b` tends to 1. -/
theorem overlap_defect_limit {g z : ℝ} (hg : -1 / 2 < g) (hz : 0 < z) :
    Tendsto (fun b => (1 - overlap g z (b * z)) / Real.log b ^ 2) (𝓝[≠] 1)
      (𝓝 ((2 * g + 1) / 8)) := by
  have hpos : ∀ᶠ b : ℝ in 𝓝[≠] 1, 0 < b :=
    mem_nhdsWithin_of_mem_nhds (Ioi_mem_nhds one_pos)
  -- difference quotients of the power and of the logarithm at 1
  have hd : HasDerivAt (fun x : ℝ => x ^ (2 * g + 1)) (2 * g + 1) 1 :=
    (Real.hasDerivAt_rpow_const (Or.inl one_ne_zero)).congr_deriv (by simp)
  have hl : HasDerivAt Real.log 1 1 :=
    (Real.hasDerivAt_log one_ne_zero).congr_deriv (by simp)
  have hq : Tendsto (fun b : ℝ => 2 * √b / (1 + b)) (𝓝[≠] 1) (𝓝[≠] 1) := by
    have c : ContinuousAt (fun b : ℝ => 2 * √b / (1 + b)) 1 :=
      ContinuousAt.div (by fun_prop) (by fun_prop) (by norm_num)
    have h : Tendsto (fun b : ℝ => 2 * √b / (1 + b)) (𝓝[≠] 1) (𝓝 (2 * √1 / (1 + 1))) :=
      c.tendsto.mono_left nhdsWithin_le_nhds
    rw [show (2 * √1 / (1 + 1) : ℝ) = 1 by norm_num] at h
    refine tendsto_nhdsWithin_iff.mpr ⟨h, ?_⟩
    filter_upwards [hpos, self_mem_nhdsWithin] with b hb hb1
    exact (base_bounds hb hb1).2.ne
  have hD : Tendsto (fun b : ℝ => 1 / ((√b + 1) ^ 2 * (1 + b))) (𝓝[≠] 1) (𝓝 (1 / 8)) := by
    have c : ContinuousAt (fun b : ℝ => 1 / ((√b + 1) ^ 2 * (1 + b))) 1 :=
      ContinuousAt.div (by fun_prop) (by fun_prop) (by norm_num)
    have h : Tendsto (fun b : ℝ => 1 / ((√b + 1) ^ 2 * (1 + b))) (𝓝[≠] 1)
        (𝓝 (1 / ((√1 + 1) ^ 2 * (1 + 1)))) := c.tendsto.mono_left nhdsWithin_le_nhds
    rw [show (1 / ((√1 + 1) ^ 2 * (1 + 1)) : ℝ) = 1 / 8 by norm_num] at h
    exact h
  have T : Tendsto (fun b : ℝ => slope (fun x : ℝ => x ^ (2 * g + 1)) 1 (2 * √b / (1 + b)) *
      (1 / ((√b + 1) ^ 2 * (1 + b)) / slope Real.log 1 b ^ 2)) (𝓝[≠] 1)
      (𝓝 ((2 * g + 1) * (1 / 8 / 1 ^ 2))) :=
    ((hasDerivAt_iff_tendsto_slope.mp hd).comp hq).mul
      (hD.div ((hasDerivAt_iff_tendsto_slope.mp hl).pow 2) (by norm_num))
  rw [show (2 * g + 1) / 8 = (2 * g + 1) * (1 / 8 / 1 ^ 2) by ring]
  refine T.congr' ?_
  filter_upwards [hpos, self_mem_nhdsWithin] with b hb hb1
  have hs : 0 < √b := Real.sqrt_pos.mpr hb
  have aux : ∀ s : ℝ, 0 < s →
      (s ^ 2 - 1) ^ 2 / ((s + 1) ^ 2 * (1 + s ^ 2)) = 1 - 2 * s / (1 + s ^ 2) := by
    intro s hs
    rw [show (s ^ 2 - 1) ^ 2 = (s + 1) ^ 2 * (s - 1) ^ 2 by ring,
      mul_div_mul_left _ _ (by positivity), eq_sub_iff_add_eq, ← add_div,
      div_eq_one_iff_eq (by positivity)]
    ring
  have hk := aux (√b) hs
  rw [Real.sq_sqrt hb.le] at hk
  have e : ∀ D L c : ℝ, 1 / D / (L / c) ^ 2 = c ^ 2 / D / L ^ 2 := by
    intro D L c
    rw [div_pow, div_div_eq_mul_div]
    ring
  have hne : 2 * √b / (1 + b) - 1 ≠ 0 := sub_ne_zero.mpr (base_bounds hb hb1).2.ne
  rw [overlap_scaled hg hz hb]
  simp only [slope_def_field, Real.log_one, Real.one_rpow, sub_zero]
  rw [e, hk]
  generalize (2 * √b / (1 + b)) = q at hne ⊢
  have hc := div_mul_cancel₀ (q ^ (2 * g + 1) - 1) hne
  linear_combination (-1 / Real.log b ^ 2) * hc

/-- For `g > -1/2` and `z > 0`, the condition number times `(ln b)^2` tends to `16/(2g+1)` as
the exponent ratio `b` tends to 1. -/
theorem conditionNumber_limit {g z : ℝ} (hg : -1 / 2 < g) (hz : 0 < z) :
    Tendsto (fun b => conditionNumber g z (b * z) * Real.log b ^ 2) (𝓝[≠] 1)
      (𝓝 (16 / (2 * g + 1))) := by
  have hR := overlap_defect_limit hg hz
  have hp : 2 * g + 1 ≠ 0 := by linarith
  have hL : Tendsto Real.log (𝓝[≠] 1) (𝓝 0) := by
    have h := (Real.continuousAt_log one_ne_zero).tendsto.mono_left
      (nhdsWithin_le_nhds (s := {(1 : ℝ)}ᶜ))
    rwa [Real.log_one] at h
  have T := ((tendsto_const_nhds (x := (2 : ℝ))).sub (hR.mul (hL.pow 2))).div hR
    (div_ne_zero hp (by norm_num))
  have hv : (2 - (2 * g + 1) / 8 * 0 ^ 2) / ((2 * g + 1) / 8) = 16 / (2 * g + 1) := by
    rw [div_div_eq_mul_div]
    ring
  rw [hv] at T
  refine T.congr' ?_
  filter_upwards [mem_nhdsWithin_of_mem_nhds (Ioi_mem_nhds one_pos),
    self_mem_nhdsWithin] with b hb hb1
  have hlog : Real.log b ^ 2 ≠ 0 :=
    pow_ne_zero 2 (Real.log_ne_zero_of_pos_of_ne_one hb hb1)
  simp only [Pi.div_apply, conditionNumber]
  rw [div_mul_cancel₀ _ hlog, div_div_eq_mul_div]
  ring

end RelativisticBasisOverlap
```

```lean
#print axioms RelativisticBasisOverlap.overlapMatrix_eigenvalues
#print axioms RelativisticBasisOverlap.conditionNumber_strictAntiOn
#print axioms RelativisticBasisOverlap.conditionNumber_limit
```

```
'RelativisticBasisOverlap.overlapMatrix_eigenvalues' depends on axioms: [propext, Classical.choice, Quot.sound]
'RelativisticBasisOverlap.conditionNumber_strictAntiOn' depends on axioms: [propext, Classical.choice, Quot.sound]
'RelativisticBasisOverlap.conditionNumber_limit' depends on axioms: [propext, Classical.choice, Quot.sound]
```

## From the integrals to the limits

`rawOverlap_eq` matches the integrand to Mathlib's Gamma integral. In `overlap_eq`, `hsplit` takes the norms out of the integral and `hn` evaluates their product; `overlap_scaled` then removes z.

`overlapMatrix_eigenvalues` first shows that the diagonal entries are 1 and the off-diagonal ones equal. Its `linear_combination` steps add and subtract the two component equations, and the converse supplies the eigenvectors, unnormalised.

`base_bounds` proves 0 < q < 1 from the square (√b−1)². `conditionNumber_strictAntiOn` uses it to compare the two powers of q, then cross-multiplies the fractions.

In `overlap_defect_limit`, `slope` represents the difference quotients of the power and the logarithm. `hq` shows that q tends to 1 while staying different from 1, as the first quotient requires. `T` combines the limits, and `congr'` identifies the product with the desired expression near b = 1. `conditionNumber_limit` follows by writing 1+S as 2−(1−S) and dividing limits.
